# The projected position spectrum from the Wilson loop: $p_B(X)=p_W(X^N)$

To find Wannier centres along one direction in a tight-binding calculation, one multiplies the overlap matrices of the occupied states along a string of $k$ points, diagonalises the product, and divides the phases of its eigenvalues by $2\pi$, with a sign set by the Fourier convention. With $m$ occupied bands and $N$ grid points, this replaces an $Nm\times Nm$ eigenvalue problem by an $m\times m$ one. The larger problem is that of the exponential $e^{\pm2\pi i\hat x/N}$, projected to the occupied states, where $\hat x$ is the position in units of the cell length. The replacement is exact on the finite grid, for non-interacting electrons.

## Cutting the ring and closing it again

Let $M_k$, $k=0,\dots,N-1$, be complex $m\times m$ matrices, the links, with $N\ge 1$ and $k$ counted modulo $N$. Let $B$ carry $M_k$ at block position $(k,k+1)$ and zero elsewhere, and let $W=M_0M_1\cdots M_{N-1}$ be the Wilson loop. Write $p_A(x)=\det(x-A)$ for the characteristic polynomial of $A$. The claim is
$$p_B(X)=p_W(X^N).$$

Remove the link from $N-1$ back to $0$: set $M'_k=M_k$ for $k<N-1$ and $M'_{N-1}=0$, and let $B'$ be the block matrix with these links. It is strictly block upper triangular, so $\det(1-tB')=1$ for every complex $t$.

Now define a block column $Q$ by
$$Q_k=t^{N-k}M_kM_{k+1}\cdots M_{N-1},\qquad 0\le k\le N-1.$$
For $k<N-1$ it satisfies $Q_k=tM_kQ_{k+1}$, and at the end $Q_{N-1}=tM_{N-1}$. Both cases are contained in
$$(1-tB')Q=S,\qquad S_k=t(M_k-M'_k),$$
where only $S_{N-1}$ can differ from zero.

Let $E=(1,0,\dots,0)$ be the block row that selects block $0$. The removed link sits in block column $0$, so $tB=tB'+SE$. Therefore
$$1-tB=(1-tB')-(1-tB')QE=(1-tB')(1-QE).$$
Taking determinants and using $\det(1-QE)=\det(1-EQ)$ gives
$$\det(1-tB)=\det(1-EQ)=\det(1-Q_0)=\det(1-t^NW).$$

For $x\ne0$ put $t=1/x$:
$$p_B(x)=x^{Nm}\det(1-x^{-1}B)=(x^N)^m\det(1-x^{-N}W)=p_W(x^N).$$
The polynomials $X\,p_B(X)$ and $X\,p_W(X^N)$ then agree at every complex number, including zero, so they are equal, and the factor $X$ can be cancelled.

The zeros outside the positions $(k,k+1)$ matter. For $N=2$, $m=1$ and $M_0=M_1=1$, the formula gives $X^2-1$. Adding an entry $a\neq0$ at position $(0,0)$ changes the characteristic polynomial to $X^2-aX-1$, which is not a polynomial in $X^2$.

## Links, loop and occupied states in Lean

```lean
import Mathlib

open Matrix Polynomial

namespace ProjectedPositionSpectrum

noncomputable section

variable {N : ℕ} [NeZero N] {n o l : Type*} [Fintype n] [DecidableEq n]
  [Fintype o] [DecidableEq o]
```

The grid is `ZMod N`, whose addition wraps around, and `NeZero N` says $N\ge1$. The finite type `n` labels the occupied bands, so $m$ is its number of elements, and `o` labels the orbitals of a cell.

```lean
/-- The block matrix on the momentum grid with the link `M k` at block position `(k, k+1)`
and zero elsewhere. -/
def blockShift (M : ZMod N → Matrix n n ℂ) : Matrix (ZMod N × n) (ZMod N × n) ℂ :=
  Matrix.of fun p q => if q.1 = p.1 + 1 then M p.1 p.2 q.2 else 0
```

This is $B$. A row or column index is a pair of a momentum and a band. The links are arbitrary: neither unitarity nor invertibility is assumed, so the polynomial identity holds equally for raw overlaps and for overlaps replaced by their unitary parts. Only with raw overlaps, however, is $B$ in general the projected exponential itself.

All links are square and of one size. A model with a band type depending on $k$ would allow the number of occupied bands $m_k$ to vary. The links would be rectangular, and the two characteristic polynomials would have to be matched by powers of $X$: $X^{Nm_0}p_B(X)=X^{\sum_k m_k}p_W(X^N)$.

```lean
/-- The ordered product `M k * M (k+1) * ...` of a given number of consecutive links. -/
def transport (M : ZMod N → Matrix n n ℂ) : ZMod N → ℕ → Matrix n n ℂ
  | _, 0 => 1
  | k, j + 1 => M k * transport M (k + 1) j

/-- The Wilson loop `M 0 * M 1 * ... * M (N-1)`. -/
def wilson (M : ZMod N → Matrix n n ℂ) : Matrix n n ℂ := transport M 0 N
```

`transport M k j` is the product of $j$ consecutive links starting at $k$, in increasing order from left to right. Starting at $0$ and taking $N$ links gives $W$.

```lean
/-- Blocks `V k`, one for each grid momentum, stacked into one tall matrix. -/
def stack (V : ZMod N → Matrix n l ℂ) : Matrix (ZMod N × n) l ℂ :=
  Matrix.of fun p b => V p.1 p.2 b

/-- The block-diagonal matrix with the block `C k` at momentum `k`. -/
def frame (C : ZMod N → Matrix o n ℂ) : Matrix (ZMod N × o) (ZMod N × n) ℂ :=
  stack fun k => Matrix.of fun a q => if q.1 = k then C k a q.2 else 0
```

`stack` assembles a tall matrix from blocks. `frame C` is the block-diagonal matrix whose block at $k$ is $C_k$, with the orbital components of the occupied states as columns. Orthonormal columns are the physical case, in which multiplying by `frame C` and its adjoint is a projection to the occupied states written in their own basis; the definition does not require them.

```lean
/-- The links of the open chain: the link from the last momentum back to `0` is removed. -/
def openLinks (M : ZMod N → Matrix n n ℂ) (k : ZMod N) : Matrix n n ℂ :=
  if k.val + 1 < N then M k else 0

/-- The transport from `k` to the end of the grid, with a factor `t` for each link. -/
def wave (t : ℂ) (M : ZMod N → Matrix n n ℂ) (k : ZMod N) : Matrix n n ℂ :=
  t ^ (N - k.val) • transport M k (N - k.val)

variable (N n) in
/-- The selector of the block at momentum `0`. -/
def originRow : Matrix n (ZMod N × n) ℂ :=
  Matrix.of fun a q => if q.1 = 0 then (1 : Matrix n n ℂ) a q.2 else 0
```

These are $M'_k$, $Q_k$ and $E$. The expression `k.val` is the representative of $k$ between $0$ and $N-1$, which gives the exponent $N-k$ its meaning.

## The momentum shift between occupied states

```lean
/-- A step on the momentum grid either raises the label by one or wraps from the last
momentum to `0`. -/
theorem grid_step (k : ZMod N) :
    (k.val + 1 < N ∧ (k + 1).val = k.val + 1) ∨ (k.val + 1 = N ∧ k + 1 = 0) := by
  have h : k + 1 = ((k.val + 1 : ℕ) : ZMod N) := by
    rw [Nat.cast_add, ZMod.natCast_zmod_val, Nat.cast_one]
  have hk := ZMod.val_lt k
  by_cases h1 : k.val + 1 < N
  · left
    refine ⟨h1, ?_⟩
    rw [h, ZMod.val_natCast_of_lt h1]
  · right
    have h2 : k.val + 1 = N := by omega
    refine ⟨h2, ?_⟩
    rw [h, h2, ZMod.natCast_self]
```

Every later case distinction between the interior of the string and its last point comes from this lemma. For $N=1$ only the second case occurs.

```lean
omit [DecidableEq n] in
/-- The block shift sends the blocks `V k` to `M k * V (k+1)`. -/
theorem blockShift_mul_stack (M : ZMod N → Matrix n n ℂ) (V : ZMod N → Matrix n l ℂ) :
    blockShift M * stack V = stack fun k => M k * V (k + 1) := by
  ext p b
  rw [Matrix.mul_apply, Fintype.sum_prod_type, Finset.sum_eq_single (p.1 + 1)]
  · simp [blockShift, stack, Matrix.mul_apply]
  · intro k _ hk
    simp [blockShift, hk]
  · intro h
    exact absurd (Finset.mem_univ _) h
```

Multiplying a block column by $B$ gives $(BV)_k=M_kV_{k+1}$, because only one term of the sum over momenta survives.

```lean
omit [Fintype n] [DecidableEq n] in
/-- The unit shift on the momentum grid, multiplied by `frame C` on the right and by its adjoint on
the left, is the block shift with links `(C k)ᴴ * C (k + 1)`. -/
theorem projected_shift (C : ZMod N → Matrix o n ℂ) :
    (frame C)ᴴ * blockShift (fun _ : ZMod N => (1 : Matrix o o ℂ)) * frame C
      = blockShift fun k => (C k)ᴴ * C (k + 1) := by
  rw [Matrix.mul_assoc, frame, blockShift_mul_stack]
  simp only [Matrix.one_mul]
  ext p q
  rw [Matrix.mul_apply, Fintype.sum_prod_type, Finset.sum_eq_single p.1]
  · by_cases h : q.1 = p.1 + 1 <;> simp [stack, blockShift, Matrix.mul_apply, h]
  · intro k _ hk
    simp [stack, hk.symm]
  · intro h
    exact absurd (Finset.mem_univ _) h
```

This theorem connects the block matrix to the position operator. The unit shift has the identity at each position $(k,k+1)$; between occupied states it becomes a block shift with links $C_k^\dagger C_{k+1}$. The proof applies the previous lemma to `frame C` and then evaluates the product with the adjoint, where again one momentum contributes.

With Bloch phases $e^{2\pi ikR/N}$ in cell $R$, the unit shift is $e^{-2\pi i\hat R/N}$, where $\hat R$ is the cell index. Orbital positions within the cell are thus not resolved here. Including them puts a diagonal phase matrix between $C_k^\dagger$ and $C_{k+1}$, which the general links $M_k$ accommodate.

## The determinant of the closed ring

```lean
/-- The weighted transport solves the open-chain recursion, with the removed link as source. -/
theorem wave_step (t : ℂ) (M : ZMod N → Matrix n n ℂ) (k : ZMod N) :
    wave t M k - t • (openLinks M k * wave t M (k + 1)) = t • (M k - openLinks M k) := by
  have hT : ∀ k j, transport M k (j + 1) = M k * transport M (k + 1) j := fun _ _ => rfl
  rcases grid_step k with ⟨h, hv⟩ | ⟨h, hv⟩
  · have hs : N - k.val = (N - (k + 1).val) + 1 := by omega
    have hw : wave t M k = t • (M k * wave t M (k + 1)) := by
      unfold wave
      rw [hs, hT, pow_succ', Matrix.mul_smul, smul_smul]
    rw [hw]
    simp [openLinks, h]
  · have hs : N - k.val = 1 := by omega
    have hn : ¬ k.val + 1 < N := by omega
    have hw : wave t M k = t • M k := by
      unfold wave
      rw [hs, pow_one]
      show t • (M k * 1) = _
      rw [mul_one]
    rw [hw]
    simp [openLinks, hn]
```

This is the recursion $(1-tB')Q=S$, block by block. In the interior the proof peels one link and one factor $t$ off the transport; at the last momentum the transport is a single link and the open-chain term vanishes.

```lean
/-- For the open chain the determinant of `1 - t B` equals one. -/
theorem det_open_chain (t : ℂ) (M : ZMod N → Matrix n n ℂ) :
    (1 - t • blockShift (openLinks M)).det = 1 := by
  -- the open chain only connects a momentum to a strictly larger one
  have hz : ∀ p q : ZMod N × n, q.1.val ≤ p.1.val → blockShift (openLinks M) p q = 0 := by
    intro p q h
    by_cases h1 : q.1 = p.1 + 1
    · rcases grid_step p.1 with ⟨_, hv⟩ | ⟨h2, _⟩
      · rw [h1, hv] at h
        omega
      · have hn : ¬ p.1.val + 1 < N := by omega
        simp [blockShift, openLinks, hn]
    · simp [blockShift, h1]
  have hT : (1 - t • blockShift (openLinks M)).BlockTriangular
      (fun p : ZMod N × n => p.1.val) := by
    intro p q hpq
    have hlt : q.1.val < p.1.val := hpq
    have hne : p ≠ q := by
      rintro rfl
      exact lt_irrefl _ hlt
    simp [Matrix.one_apply_ne hne, hz p q hlt.le]
  rw [hT.det]
  apply Finset.prod_eq_one
  intro a _
  have h1 : (1 - t • blockShift (openLinks M)).toSquareBlock
      (fun p : ZMod N × n => p.1.val) a = 1 := by
    ext ⟨p, hp⟩ ⟨q, hq⟩
    have h0 := hz p q (show q.1.val = p.1.val from hq.trans hp.symm).le
    simp [Matrix.toSquareBlock_def, Matrix.one_apply, h0]
  rw [h1, Matrix.det_one]
```

The auxiliary statement `hz` says that $B'$ vanishes unless the column momentum is strictly larger than the row momentum. Hence $1-tB'$ is block triangular, its determinant is the product of those of its diagonal blocks, and each of these blocks is the identity.

```lean
/-- Closing the ring: `det (1 - t B) = det (1 - t ^ N W)` with `W` the Wilson loop. -/
theorem det_one_sub_blockShift (t : ℂ) (M : ZMod N → Matrix n n ℂ) :
    (1 - t • blockShift M).det = (1 - t ^ N • wilson M).det := by
  have hA : stack (wave t M) - t • (blockShift (openLinks M) * stack (wave t M))
      = stack fun k => t • (M k - openLinks M k) := by
    rw [blockShift_mul_stack]
    ext p b
    exact congrArg (fun A : Matrix n n ℂ => A p.2 b) (wave_step t M p.1)
  -- the ring is the open chain plus the link that closes it
  have hB : t • blockShift M = t • blockShift (openLinks M)
      + (stack fun k => t • (M k - openLinks M k)) * originRow N n := by
    ext p q
    have hR : ∀ R : Matrix (ZMod N × n) n ℂ,
        (R * originRow N n) p q = if q.1 = 0 then R p q.2 else 0 := by
      intro R
      rw [Matrix.mul_apply]
      by_cases hq : q.1 = 0 <;> simp [originRow, hq, Matrix.one_apply]
    rw [Matrix.add_apply, hR]
    rcases grid_step p.1 with ⟨h, _⟩ | ⟨h, hv⟩
    · simp [blockShift, openLinks, stack, h]
    · have hn : ¬ p.1.val + 1 < N := by omega
      simp [blockShift, openLinks, stack, hn, hv]
  have hfac : 1 - t • blockShift M
      = (1 - t • blockShift (openLinks M)) * (1 - stack (wave t M) * originRow N n) := by
    rw [hB, ← hA]
    simp only [Matrix.sub_mul, Matrix.mul_sub, Matrix.one_mul, Matrix.mul_one,
      Matrix.smul_mul, Matrix.mul_assoc]
    abel
  have hE : originRow N n * stack (wave t M) = t ^ N • wilson M := by
    have h0 : wave t M 0 = t ^ N • wilson M := by simp [wave, wilson]
    rw [← h0]
    ext a b
    rw [Matrix.mul_apply, Fintype.sum_prod_type, Finset.sum_eq_single 0]
    · simp [originRow, stack, Matrix.one_apply]
    · intro k _ hk
      simp [originRow, hk]
    · intro h
      exact absurd (Finset.mem_univ _) h
  rw [hfac, Matrix.det_mul, det_open_chain, one_mul, Matrix.det_one_sub_mul_comm, hE]
```

The named steps follow the derivation by hand: `hA` is $(1-tB')Q=S$, `hB` is $tB=tB'+SE$, `hfac` is the factorisation, and `hE` is $EQ=t^NW$. The last line takes determinants and exchanges $Q$ and $E$ with `Matrix.det_one_sub_mul_comm`.

## From determinants to eigenvalues

```lean
/-- Away from zero the characteristic polynomial is a power of `x` times
`det (1 - A / x)`. -/
theorem eval_charpoly_of_ne_zero (A : Matrix n n ℂ) {x : ℂ} (hx : x ≠ 0) :
    A.charpoly.eval x = x ^ Fintype.card n * (1 - x⁻¹ • A).det := by
  rw [Matrix.eval_charpoly, ← Matrix.det_smul, smul_sub, smul_smul, mul_inv_cancel₀ hx,
    one_smul, Matrix.scalar_apply, Matrix.smul_one_eq_diagonal]

/-- The characteristic polynomial of the block shift is that of the Wilson loop, evaluated at `X ^
N`. -/
theorem charpoly_blockShift (M : ZMod N → Matrix n n ℂ) :
    (blockShift M).charpoly = (wilson M).charpoly.comp (X ^ N) := by
  -- a common factor `X` takes care of the point zero
  apply mul_left_cancel₀ (X_ne_zero : (X : ℂ[X]) ≠ 0)
  apply Polynomial.funext
  intro x
  by_cases hx : x = 0
  · simp [hx]
  · rw [eval_mul, eval_mul, eval_comp, eval_pow, eval_X, eval_charpoly_of_ne_zero _ hx,
      eval_charpoly_of_ne_zero _ (pow_ne_zero N hx), det_one_sub_blockShift,
      Fintype.card_prod, ZMod.card, pow_mul, inv_pow]
```

The first theorem is $p_A(x)=x^m\det(1-x^{-1}A)$ for $x\neq0$. The second is the main result; composition with `X ^ N` expresses $p_W(X^N)$. Its proof first multiplies both sides by $X$, then compares values: at zero both sides vanish, and elsewhere the determinant identity applies with $t=x^{-1}$.

Since this is an equality of polynomials, it also fixes algebraic multiplicities. A nonzero eigenvalue of $W$ gives its $N$ distinct $N$th roots as eigenvalues of $B$, each with the same multiplicity.

```lean
/-- A number `z` is a characteristic root of the block shift exactly when `z ^ N` is one of
the Wilson loop. -/
theorem isRoot_blockShift_iff (M : ZMod N → Matrix n n ℂ) (z : ℂ) :
    (blockShift M).charpoly.IsRoot z ↔ (wilson M).charpoly.IsRoot (z ^ N) := by
  simp only [charpoly_blockShift, Polynomial.IsRoot.def, eval_comp, eval_pow, eval_X]

/-- For every complex number `x`, `exp (2πi x / N)` is a characteristic root of the block shift
exactly when `exp (2πi x)` is one of the Wilson loop. -/
theorem position_iff_wilson_phase (M : ZMod N → Matrix n n ℂ) (x : ℂ) :
    (blockShift M).charpoly.IsRoot (Complex.exp (2 * Real.pi * Complex.I * x / N)) ↔
      (wilson M).charpoly.IsRoot (Complex.exp (2 * Real.pi * Complex.I * x)) := by
  have hN : (N : ℂ) ≠ 0 := Nat.cast_ne_zero.mpr (NeZero.ne N)
  rw [isRoot_blockShift_iff, ← Complex.exp_nat_mul, mul_div_cancel₀ _ hN]

end

end ProjectedPositionSpectrum
```

Over the complex numbers the roots of the characteristic polynomial are the eigenvalues. The last theorem writes them as exponentials: increasing $x$ by one leaves the Wilson-loop phase unchanged and moves to the next of the $N$ roots, which is the same centre in the neighbouring cell.

With the Bloch phases $e^{2\pi ikR/N}$ used above, `x` is minus the position in units of the cell length; the opposite Fourier sign makes it the position itself. It is allowed to be complex because overlap matrices on a finite grid are in general not unitary, so the eigenvalues need not have modulus one. The real part of `x` then carries the phase that is read as a Wannier centre. An eigenvalue zero has no such phase; it is covered by `isRoot_blockShift_iff`, not by the last theorem.

```lean
#print axioms ProjectedPositionSpectrum.projected_shift
#print axioms ProjectedPositionSpectrum.position_iff_wilson_phase
```

```
'ProjectedPositionSpectrum.projected_shift' depends on axioms: [propext, Classical.choice, Quot.sound]
'ProjectedPositionSpectrum.position_iff_wilson_phase' depends on axioms: [propext, Classical.choice, Quot.sound]
```
